# Spin and occupation products over a cluster family span the same functions exactly when the family contains all subclusters

## Clusters as individual sets of sites

A cluster is taken here to be a set of labelled sites, with its own free coefficient. Symmetry-equivalent clusters are not tied together, and the empty cluster, whose product is the constant 1, is present only if the chosen family contains it. Two expansions count as equivalent if they represent the same functions on all configurations, at every composition.

For a binary alloy on finitely many sites, this settles for which cluster families every spin expansion can be rewritten in occupations without adding clusters.

## The statement in words

A configuration $c$ assigns `true` (occupied) or `false` (empty) to each site $i$. For a binary alloy, "occupied" means held by one chosen species and "empty" means held by the other. The occupation `occ` is $n_i\in\{0,1\}$, and `spin` is $s_i=2n_i-1$. For a site variable $x$, `clusterProduct x S` is the function
$$\Phi^x_S(c)=\prod_{i\in S}x(c_i),$$
and `clusterSpan x F` is the real linear span $V_x(F)$ of these functions for $S\in F$. `SubclusterClosed F` says that every subset of a member of $F$ is in $F$.

The main theorem, `spin_eq_occ_iff`, states that $V_s(F)=V_n(F)$ if and only if $F$ is subcluster-closed. Either inclusion alone, written `≤` in Lean, is already equivalent to closure.

Both inclusions follow from `clusterSpan_le_iff`, which treats $y=\beta x+\alpha$ under three conditions: $x$ distinguishes the two species (`hx`), the change of variable keeps that distinction ($\beta\neq0$), and it shifts the zero ($\alpha\neq0$).

Infinite lattices, more than two species, fixed composition and symmetry-constrained coefficients are not treated.

## Closure is sufficient

Multiplying out $\prod_{i\in S}(\beta x(c_i)+\alpha)$ means choosing the sites $T\subseteq S$ that contribute $\beta x$:
$$\Phi^y_S=\sum_{T\subseteq S}\beta^{|T|}\alpha^{|S\setminus T|}\,\Phi^x_T .$$
If $F$ is closed, every $T$ on the right is in $F$, so $V_y(F)\subseteq V_x(F)$. Spins from occupations have $\beta=2$, $\alpha=-1$; occupations from spins have $\beta=\alpha=\tfrac12$.

## Closure is necessary

Write $x_1,x_0$ for the values of $x$ on `true` and `false`, and $\Delta=x_1-x_0\neq0$. For a cluster $U$, give each site the weights $(w_1,w_0)=(1,-1)$ if $i\in U$ and $(-x_0,x_1)$ if $i\notin U$. Define
$$L_U(f)=\sum_c\Big(\prod_i w_i(c_i)\Big)f(c).$$
On a cluster product this sum factorises over sites. The single-site sums are:

| | factor $1$ | factor $x$ | factor $y$ |
|---|---|---|---|
| $i\in U$ | $0$ | $\Delta$ | $\beta\Delta$ |
| $i\notin U$ | $\Delta$ | $0$ | $\alpha\Delta$ |

If $S\neq U$, some site lies in exactly one of them and contributes a zero, so $L_U(\Phi^x_S)=0$. If $U\subseteq S$, then with $N$ sites
$$L_U(\Phi^y_S)=\beta^{|U|}\alpha^{|S\setminus U|}\Delta^N\neq0 .$$

Now suppose $V_y(F)\subseteq V_x(F)$ and $U\subseteq S\in F$, but $U\notin F$. Then $L_U$ vanishes on all of $V_x(F)$, which contains $\Phi^y_S$: a contradiction.

## One site, and a change without a shift

Take one site and $F=\{\{i\}\}$. The spans are the multiples of $2n_i-1$ and of $n_i$. They differ, since only the second kind always vanishes on the empty site. Adding the empty cluster makes them equal.

The condition $\alpha\neq0$ matters for necessity. With $y=-s$, which merely relabels the species, each product changes at most by a sign, so the spans agree for every $F$, including this unclosed one.

## The Lean file

```lean
import Mathlib

open Finset

namespace ClusterExpansionBasis

noncomputable section

variable {ι : Type*}

/-- Occupation number of a site: 1 if the site is occupied, 0 if it is empty. -/
def occ : Bool → ℝ
  | true => 1
  | false => 0

/-- Spin variable of a site, `s = 2 n - 1`, with `n` the occupation number. -/
def spin (b : Bool) : ℝ := 2 * occ b - 1

/-- The product of the site variable `x` over the sites of the cluster `S`,
as a function of the configuration. -/
def clusterProduct (x : Bool → ℝ) (S : Finset ι) : (ι → Bool) → ℝ :=
  fun c => ∏ i ∈ S, x (c i)

/-- The functions of the configuration spanned by the products of the site variable `x`
over the clusters in `F`. -/
def clusterSpan (x : Bool → ℝ) (F : Set (Finset ι)) : Submodule ℝ ((ι → Bool) → ℝ) :=
  Submodule.span ℝ (clusterProduct x '' F)

/-- A family of clusters is subcluster-closed if it contains every subset of each member. -/
def SubclusterClosed (F : Set (Finset ι)) : Prop :=
  ∀ S ∈ F, ∀ T ⊆ S, T ∈ F

/-- Single-site weights from which the functional `extract` is built. -/
def weight [DecidableEq ι] (x : Bool → ℝ) (U : Finset ι) (i : ι) : Bool → ℝ
  | true => if i ∈ U then 1 else -x false
  | false => if i ∈ U then -1 else x true

/-- The weighted sum of a function over all configurations, each configuration weighted
by the product of its single-site weights for the cluster `U`. -/
def extract [Fintype ι] [DecidableEq ι] (x : Bool → ℝ) (U : Finset ι) :
    ((ι → Bool) → ℝ) →ₗ[ℝ] ℝ where
  toFun f := ∑ c, (∏ i, weight x U i (c i)) * f c
  map_add' f g := by
    simp only [Pi.add_apply, mul_add, Finset.sum_add_distrib]
  map_smul' r f := by
    simp only [Pi.smul_apply, smul_eq_mul, RingHom.id_apply, Finset.mul_sum]
    exact Finset.sum_congr rfl fun c _ => by ring

/-- Under an affine change of site variable `y = β x + α`, a cluster product of `y` is a
combination of the cluster products of `x` over all subclusters. -/
theorem clusterProduct_expansion [DecidableEq ι] {x y : Bool → ℝ} {α β : ℝ}
    (hy : ∀ b, y b = β * x b + α) (S : Finset ι) :
    clusterProduct y S =
      ∑ T ∈ S.powerset, (β ^ T.card * α ^ (S \ T).card) • clusterProduct x T := by
  funext c
  simp only [clusterProduct, Finset.sum_apply, Pi.smul_apply, smul_eq_mul, hy]
  rw [Finset.prod_add]
  refine Finset.sum_congr rfl fun T _ => ?_
  rw [Finset.prod_mul_distrib, Finset.prod_const, Finset.prod_const]
  ring

variable [Fintype ι] [DecidableEq ι]

/-- On a cluster product the weighted sum over configurations factorises into
independent sums over the two states of each site. -/
theorem extract_clusterProduct (x y : Bool → ℝ) (U S : Finset ι) :
    extract x U (clusterProduct y S) =
      ∏ i, ∑ b, weight x U i b * (if i ∈ S then y b else 1) := by
  have h : ∀ c : ι → Bool,
      clusterProduct y S c = ∏ i, if i ∈ S then y (c i) else 1 := by
    intro c
    simp [clusterProduct, Finset.prod_ite_mem]
  change ∑ c, (∏ i, weight x U i (c i)) * clusterProduct y S c = _
  rw [Finset.prod_univ_sum, Fintype.piFinset_univ]
  refine Finset.sum_congr rfl fun c _ => ?_
  rw [h, ← Finset.prod_mul_distrib]

/-- The functional of the cluster `U` vanishes on the cluster product of `x` over every
other cluster. -/
theorem extract_eq_zero (x : Bool → ℝ) {U S : Finset ι} (hSU : S ≠ U) :
    extract x U (clusterProduct x S) = 0 := by
  -- a site belonging to exactly one of the two clusters contributes a zero factor
  obtain ⟨i, hi⟩ := not_forall.1 (fun h : ∀ i, i ∈ S ↔ i ∈ U => hSU (Finset.ext h))
  rw [extract_clusterProduct]
  refine Finset.prod_eq_zero (Finset.mem_univ i) ?_
  by_cases hS : i ∈ S <;> by_cases hU : i ∈ U
  · exact absurd (iff_of_true hS hU) hi
  · simp only [Fintype.sum_bool, weight, hS, hU, ↓reduceIte]
    ring
  · simp only [Fintype.sum_bool, weight, hS, hU, ↓reduceIte]
    ring
  · exact absurd (iff_of_false hS hU) hi

/-- If `x` takes different values on the two states of a site, then after an affine change of site
variable with nonzero slope and offset, the functional of `U` is nonzero on the new cluster product
over every cluster containing `U`. -/
theorem extract_ne_zero {x y : Bool → ℝ} {α β : ℝ} (hx : x true ≠ x false)
    (hα : α ≠ 0) (hβ : β ≠ 0) (hy : ∀ b, y b = β * x b + α)
    {U S : Finset ι} (hUS : U ⊆ S) :
    extract x U (clusterProduct y S) ≠ 0 := by
  have hd : x true - x false ≠ 0 := sub_ne_zero.2 hx
  rw [extract_clusterProduct, Finset.prod_ne_zero_iff]
  intro i _
  by_cases hU : i ∈ U
  · have hS : i ∈ S := hUS hU
    have e : ∑ b, weight x U i b * (if i ∈ S then y b else 1)
        = β * (x true - x false) := by
      simp only [Fintype.sum_bool, weight, hS, hU, ↓reduceIte, hy]
      ring
    rw [e]
    exact mul_ne_zero hβ hd
  · by_cases hS : i ∈ S
    · have e : ∑ b, weight x U i b * (if i ∈ S then y b else 1)
          = α * (x true - x false) := by
        simp only [Fintype.sum_bool, weight, hS, hU, ↓reduceIte, hy]
        ring
      rw [e]
      exact mul_ne_zero hα hd
    · have e : ∑ b, weight x U i b * (if i ∈ S then y b else 1)
          = x true - x false := by
        simp only [Fintype.sum_bool, weight, hS, hU, ↓reduceIte]
        ring
      rw [e]
      exact hd

/-- For site variables related by `y = β x + α`, with `α` and `β` nonzero and `x` taking different
values on the two states of a site, every function spanned by `y`-products over `F` is spanned by
`x`-products over `F` if and only if `F` is subcluster-closed. -/
theorem clusterSpan_le_iff {x y : Bool → ℝ} {α β : ℝ} (hx : x true ≠ x false)
    (hα : α ≠ 0) (hβ : β ≠ 0) (hy : ∀ b, y b = β * x b + α) (F : Set (Finset ι)) :
    clusterSpan y F ≤ clusterSpan x F ↔ SubclusterClosed F := by
  constructor
  · intro h S hS U hU
    by_contra hUF
    -- if U is missing from F, its functional kills the whole x-span
    have hker : clusterSpan x F ≤ LinearMap.ker (extract x U) := by
      refine Submodule.span_le.2 ?_
      rintro _ ⟨T, hT, rfl⟩
      exact LinearMap.mem_ker.2 (extract_eq_zero x (fun e => hUF (e ▸ hT)))
    have hmem : clusterProduct y S ∈ clusterSpan y F :=
      Submodule.subset_span (Set.mem_image_of_mem _ hS)
    exact extract_ne_zero hx hα hβ hy hU (LinearMap.mem_ker.1 (hker (h hmem)))
  · intro h
    refine Submodule.span_le.2 ?_
    rintro _ ⟨S, hS, rfl⟩
    rw [clusterProduct_expansion hy S]
    refine Submodule.sum_mem _ fun T hT => Submodule.smul_mem _ _ ?_
    exact Submodule.subset_span
      (Set.mem_image_of_mem _ (h S hS T (Finset.mem_powerset.1 hT)))

/-- Spin products over `F` can all be written with occupation products over `F` if and only
if `F` is subcluster-closed. -/
theorem spin_le_occ_iff (F : Set (Finset ι)) :
    clusterSpan spin F ≤ clusterSpan occ F ↔ SubclusterClosed F :=
  clusterSpan_le_iff (α := -1) (β := 2) (by norm_num [occ]) (by norm_num) (by norm_num)
    (fun b => by unfold spin; ring) F

/-- Occupation products over `F` can all be written with spin products over `F` if and only
if `F` is subcluster-closed. -/
theorem occ_le_spin_iff (F : Set (Finset ι)) :
    clusterSpan occ F ≤ clusterSpan spin F ↔ SubclusterClosed F :=
  clusterSpan_le_iff (α := 1 / 2) (β := 1 / 2) (by norm_num [spin, occ]) (by norm_num)
    (by norm_num) (fun b => by unfold spin; ring) F

/-- The functions spanned by spin products over `F` coincide with those spanned by occupation
products over `F` if and only if `F` contains every subset of each member. -/
theorem spin_eq_occ_iff (F : Set (Finset ι)) :
    clusterSpan spin F = clusterSpan occ F ↔ SubclusterClosed F :=
  ⟨fun h => (spin_le_occ_iff F).1 h.le,
    fun h => le_antisymm ((spin_le_occ_iff F).2 h) ((occ_le_spin_iff F).2 h)⟩

/-- Spin and occupation products over all clusters of at most `k` sites span the same
functions. -/
theorem spin_eq_occ_of_truncation (k : ℕ) :
    clusterSpan spin {S : Finset ι | S.card ≤ k} =
      clusterSpan occ {S : Finset ι | S.card ≤ k} :=
  (spin_eq_occ_iff _).2 fun _ hS _ hT => le_trans (Finset.card_le_card hT) hS

/-- Spin and occupation products over the clusters of exactly `k` sites span different
functions, for `k` from 1 to the number of sites. -/
theorem spin_ne_occ_of_fixed_size {k : ℕ} (hk : 0 < k) (hkN : k ≤ Fintype.card ι) :
    clusterSpan spin {S : Finset ι | S.card = k} ≠
      clusterSpan occ {S : Finset ι | S.card = k} := by
  intro h
  obtain ⟨S, _, hS⟩ := Finset.exists_subset_card_eq (s := (Finset.univ : Finset ι))
    (n := k) (by rwa [Finset.card_univ])
  -- closure would put the empty cluster among the k-site clusters
  have h0 : (∅ : Finset ι).card = k :=
    (spin_eq_occ_iff _).1 h S hS ∅ (Finset.empty_subset S)
  rw [Finset.card_empty] at h0
  omega

end

end ClusterExpansionBasis
```

```lean
#print axioms ClusterExpansionBasis.spin_eq_occ_of_truncation
#print axioms ClusterExpansionBasis.spin_ne_occ_of_fixed_size
```

```
'ClusterExpansionBasis.spin_eq_occ_of_truncation' depends on axioms: [propext, Classical.choice, Quot.sound]
'ClusterExpansionBasis.spin_ne_occ_of_fixed_size' depends on axioms: [propext, Classical.choice, Quot.sound]
```

## How the proof follows the derivation

`clusterProduct_expansion` is the multiplied-out product, obtained from `Finset.prod_add`. The functional $L_U$ is `extract`. `extract_clusterProduct` factorises it by writing the cluster product over all sites, with factor 1 outside $S$, and exchanging sum and product with `Finset.prod_univ_sum`.

`extract_eq_zero` finds the site where $S$ and $U$ differ; `extract_ne_zero` checks the three kinds of site when $U\subseteq S$. Their `by_cases` splits reproduce the entries of the table that the argument uses.

In `clusterSpan_le_iff`, `Submodule.span_le` reduces each inclusion to the generating products. The spin and occupation theorems insert the values of $\alpha$ and $\beta$.

Two truncations follow. Keeping all clusters of at most $k$ sites gives a closed family and equal spans. Keeping only those of exactly $k$ sites, with $0<k\le N$, gives different spans, because closure would require the empty cluster to have $k$ sites.
